# For a unit eigenvector of $S_z$ with eigenvalue $m$, $\langle S^2\rangle$ is at least $|m|(|m|+1)$

Without a lower bound on $\langle S^2\rangle$ at fixed $S_z$, a program that reports $\langle S^2\rangle = 0.70$ for a normalised state with $S_z = 1/2$ gives no sign that anything is wrong. In units with $\hbar=1$, and for finitely many orbitals whose operators obey the canonical anticommutation relations (CAR), the value cannot lie below $|m|(|m|+1)$, here $0.75$, and for $m\ge 0$ it equals this bound exactly when the raising operator $S_+$ annihilates the state.

```lean
import Mathlib

open scoped InnerProductSpace
open Matrix

namespace SpinProjectionBound

noncomputable section

/-- The two spin labels of an orbital. -/
inductive Spin
  | up
  | down
  deriving DecidableEq

variable {ι R : Type*} [Fintype ι] [DecidableEq ι] [Ring R] [StarRing R] [Algebra ℂ R]

/-- The canonical anticommutation relations for annihilators `a p s` of orbital `p` and
spin `s`; the creators are the adjoints `star (a p s)`. -/
structure IsCAR (a : ι → Spin → R) : Prop where
  anti : ∀ p s q t, a p s * a q t + a q t * a p s = 0
  mixed : ∀ p s q t, a p s * star (a q t) + star (a q t) * a p s =
    if p = q ∧ s = t then 1 else 0

/-- The raising operator `S₊`, which turns down spins up. -/
def Splus (a : ι → Spin → R) : R := ∑ p, star (a p .up) * a p .down

/-- The lowering operator `S₋`, which turns up spins down. -/
def Sminus (a : ι → Spin → R) : R := ∑ p, star (a p .down) * a p .up

/-- The `x` component of the total spin. -/
def Sx (a : ι → Spin → R) : R := (1 / 2 : ℂ) • (Splus a + Sminus a)

/-- The `y` component of the total spin. -/
def Sy (a : ι → Spin → R) : R := (-Complex.I / 2 : ℂ) • (Splus a - Sminus a)

/-- The `z` component of the total spin: half the difference of up and down numbers. -/
def Sz (a : ι → Spin → R) : R :=
  (1 / 2 : ℂ) • ∑ p, (star (a p .up) * a p .up - star (a p .down) * a p .down)

/-- The square of the total spin, `S² = Sx² + Sy² + Sz²`. -/
def spinSq (a : ι → Spin → R) : R := Sx a * Sx a + Sy a * Sy a + Sz a * Sz a

omit [DecidableEq ι] [Algebra ℂ R] in
/-- The lowering operator is the adjoint of the raising operator. -/
theorem star_Splus (a : ι → Spin → R) : star (Splus a) = Sminus a := by
  simp only [Splus, Sminus, star_sum, star_mul, star_star]

omit [StarRing R] [Algebra ℂ R] in
/-- If `a₁, a₂` anticommute and `c₁, c₂` anticommute, the commutator of `c₁ a₁` and `c₂ a₂` is `c₁ d
a₂ - c₂ e a₁`, where `d` is the anticommutator of `a₁, c₂` and `e` that of `a₂, c₁`. -/
theorem one_body_commutator {c₁ a₁ c₂ a₂ d e : R} (h₁ : a₁ * c₂ + c₂ * a₁ = d)
    (h₂ : a₂ * c₁ + c₁ * a₂ = e) (h₃ : a₁ * a₂ + a₂ * a₁ = 0) (h₄ : c₁ * c₂ + c₂ * c₁ = 0) :
    c₁ * a₁ * (c₂ * a₂) - c₂ * a₂ * (c₁ * a₁) = c₁ * d * a₂ - c₂ * e * a₁ := by
  subst h₁ h₂
  calc _ = c₁ * (a₁ * c₂ + c₂ * a₁) * a₂ - c₂ * (a₂ * c₁ + c₁ * a₂) * a₁
        - (c₁ * c₂ + c₂ * c₁) * (a₁ * a₂) + c₂ * c₁ * (a₁ * a₂ + a₂ * a₁) := by noncomm_ring
    _ = _ := by rw [h₄, h₃, zero_mul, mul_zero, sub_zero, add_zero]

/-- Under the CAR, the ladder operators obey `[S₊, S₋] = 2 Sz`. -/
theorem ladder_commutator {a : ι → Spin → R} (h : IsCAR a) :
    Splus a * Sminus a - Sminus a * Splus a = (2 : ℂ) • Sz a := by
  -- only terms on the same orbital survive
  have key : ∀ p q, star (a p .up) * a p .down * (star (a q .down) * a q .up)
      - star (a q .down) * a q .up * (star (a p .up) * a p .down) =
      if p = q then star (a p .up) * a p .up - star (a p .down) * a p .down else 0 := by
    intro p q
    have h₄ : star (a p .up) * star (a q .down) + star (a q .down) * star (a p .up) = 0 := by
      rw [← star_mul, ← star_mul, ← star_add, h.anti, star_zero]
    rw [one_body_commutator (h.mixed p .down q .down) (h.mixed q .up p .up)
      (h.anti p .down q .up) h₄]
    by_cases hpq : p = q
    · subst hpq
      simp
    · have hqp : ¬ q = p := fun e => hpq e.symm
      simp [hpq, hqp]
  have h₁ : Splus a * Sminus a =
      ∑ p, ∑ q, star (a p .up) * a p .down * (star (a q .down) * a q .up) := by
    rw [Splus, Sminus, Finset.sum_mul_sum]
  have h₂ : Sminus a * Splus a =
      ∑ p, ∑ q, star (a q .down) * a q .up * (star (a p .up) * a p .down) := by
    rw [Splus, Sminus, Finset.sum_mul_sum]
    exact Finset.sum_comm
  rw [Sz, smul_smul, show (2 : ℂ) * (1 / 2) = 1 by norm_num, one_smul, h₁, h₂,
    ← Finset.sum_sub_distrib]
  refine Finset.sum_congr rfl fun p _ => ?_
  rw [← Finset.sum_sub_distrib, Finset.sum_congr rfl (fun q _ => key p q)]
  simp

/-- The squared spin in ladder form, under the CAR: `S² = S₋S₊ + Sz² + Sz` and `S² = S₊S₋ + Sz² -
Sz`. -/
theorem spinSq_ladder {a : ι → Spin → R} (h : IsCAR a) :
    spinSq a = Sminus a * Splus a + Sz a * Sz a + Sz a ∧
    spinSq a = Splus a * Sminus a + Sz a * Sz a - Sz a := by
  have hc : Splus a * Sminus a = Sminus a * Splus a + (2 : ℂ) • Sz a :=
    sub_eq_iff_eq_add'.mp (ladder_commutator h)
  have hI : (-Complex.I / 2) * (-Complex.I / 2) = (-1 / 4 : ℂ) := by
    linear_combination (1 / 4 : ℂ) * Complex.I_mul_I
  have h₁ : spinSq a = Sminus a * Splus a + Sz a * Sz a + Sz a := by
    simp only [spinSq, Sx, Sy, smul_mul_assoc, mul_smul_comm, smul_smul, hI]
    simp only [mul_add, add_mul, mul_sub, sub_mul, hc]
    module
  refine ⟨h₁, ?_⟩
  rw [h₁, hc]
  module

variable {H : Type*} [NormedAddCommGroup H] [InnerProductSpace ℂ H] [CompleteSpace H]

/-- Under the CAR, the action of `S²` on a vector with `Sz w = m w`, written with either ladder
operator. -/
theorem spinSq_apply {a : ι → Spin → (H →L[ℂ] H)} (h : IsCAR a) {w : H} {m : ℝ}
    (hz : Sz a w = (m : ℂ) • w) :
    spinSq a w = Sminus a (Splus a w) + ((m * (m + 1) : ℝ) : ℂ) • w ∧
    spinSq a w = Splus a (Sminus a w) + ((m * (m - 1) : ℝ) : ℂ) • w := by
  constructor
  · rw [(spinSq_ladder h).1]
    change Sminus a (Splus a w) + Sz a (Sz a w) + Sz a w = _
    rw [hz, map_smul, hz]
    push_cast
    module
  · rw [(spinSq_ladder h).2]
    change Splus a (Sminus a w) + Sz a (Sz a w) - Sz a w = _
    rw [hz, map_smul, hz]
    push_cast
    module

/-- Under the CAR, for a unit vector with `Sz w = m w`, the expectation value of `S²` is `‖S₊ w‖² +
m(m+1)`, and also `‖S₋ w‖² + m(m-1)`. -/
theorem spinSq_expectation {a : ι → Spin → (H →L[ℂ] H)} (h : IsCAR a) {w : H} {m : ℝ}
    (hw : ‖w‖ = 1) (hz : Sz a w = (m : ℂ) • w) :
    ⟪w, spinSq a w⟫_ℂ = ((‖Splus a w‖ ^ 2 + m * (m + 1) : ℝ) : ℂ) ∧
    ⟪w, spinSq a w⟫_ℂ = ((‖Sminus a w‖ ^ 2 + m * (m - 1) : ℝ) : ℂ) := by
  have hn : ∀ x : H, ⟪x, x⟫_ℂ = ((‖x‖ ^ 2 : ℝ) : ℂ) := fun x => by
    rw [inner_self_eq_norm_sq_to_K]
    exact (Complex.ofReal_pow _ _).symm
  -- moving an operator to the other side of the inner product
  have hadj : ∀ (T : H →L[ℂ] H) (x : H), ⟪w, (star T) x⟫_ℂ = ⟪T w, x⟫_ℂ := fun T x =>
    ContinuousLinearMap.adjoint_inner_right T w x
  have hs : star (Sminus a) = Splus a := by rw [← star_Splus, star_star]
  constructor
  · rw [(spinSq_apply h hz).1, inner_add_right, inner_smul_right, ← star_Splus, hadj,
      hn, hn, hw]
    push_cast
    ring
  · rw [(spinSq_apply h hz).2, inner_add_right, inner_smul_right, ← hs, hadj, hn, hn, hw]
    push_cast
    ring

/-- Under the CAR, a unit vector with `Sz w = m w` has `⟨w, S² w⟩ ≥ |m|(|m|+1)`. Equality holds
exactly when `S₊ w = 0` if `m ≥ 0`, and exactly when `S₋ w = 0` if `m ≤ 0`. -/
theorem spinSq_lower_bound {a : ι → Spin → (H →L[ℂ] H)} (h : IsCAR a) {w : H} {m : ℝ}
    (hw : ‖w‖ = 1) (hz : Sz a w = (m : ℂ) • w) :
    |m| * (|m| + 1) ≤ (⟪w, spinSq a w⟫_ℂ).re ∧
    (0 ≤ m → ((⟪w, spinSq a w⟫_ℂ).re = |m| * (|m| + 1) ↔ Splus a w = 0)) ∧
    (m ≤ 0 → ((⟪w, spinSq a w⟫_ℂ).re = |m| * (|m| + 1) ↔ Sminus a w = 0)) := by
  have e₁ := congrArg Complex.re (spinSq_expectation h hw hz).1
  have e₂ := congrArg Complex.re (spinSq_expectation h hw hz).2
  rw [Complex.ofReal_re] at e₁ e₂
  refine ⟨?_, fun hm => ?_, fun hm => ?_⟩
  · rcases le_total 0 m with hm | hm
    · rw [abs_of_nonneg hm, e₁]
      linarith [sq_nonneg ‖Splus a w‖]
    · rw [abs_of_nonpos hm, e₂]
      linarith [sq_nonneg ‖Sminus a w‖]
  · rw [abs_of_nonneg hm, e₁, ← norm_eq_zero, ← sq_eq_zero_iff]
    constructor <;> intro h0 <;> linarith
  · rw [abs_of_nonpos hm, e₂, ← norm_eq_zero, ← sq_eq_zero_iff]
    constructor <;> intro h0 <;> linarith

/-- Under the CAR, a unit vector with `Sz w = m w` attains the bound `|m|(|m|+1)` on the expectation
value of `S²` exactly when it is an eigenvector of `S²` with eigenvalue `|m|(|m|+1)`. -/
theorem bound_attained_iff_eigenvector {a : ι → Spin → (H →L[ℂ] H)} (h : IsCAR a) {w : H}
    {m : ℝ} (hw : ‖w‖ = 1) (hz : Sz a w = (m : ℂ) • w) :
    (⟪w, spinSq a w⟫_ℂ).re = |m| * (|m| + 1) ↔
      spinSq a w = ((|m| * (|m| + 1) : ℝ) : ℂ) • w := by
  obtain ⟨-, hp, hn⟩ := spinSq_lower_bound h hw hz
  constructor
  · intro he
    rcases le_total 0 m with hm | hm
    · rw [(spinSq_apply h hz).1, (hp hm).mp he, map_zero, zero_add, abs_of_nonneg hm]
    · rw [(spinSq_apply h hz).2, (hn hm).mp he, map_zero, zero_add, abs_of_nonpos hm,
        show -m * (-m + 1) = m * (m - 1) by ring]
  · intro he
    have h1 : ⟪w, w⟫_ℂ = 1 := by
      rw [inner_self_eq_norm_sq_to_K, hw]
      simp
    rw [he, inner_smul_right, h1, mul_one, Complex.ofReal_re]

/-- Annihilation matrices of one orbital in the basis empty, up, down, doubly filled. -/
def fockMatrix : Spin → Matrix (Fin 4) (Fin 4) ℂ
  | .up => !![0, 1, 0, 0; 0, 0, 0, 0; 0, 0, 0, 1; 0, 0, 0, 0]
  | .down => !![0, 0, 1, 0; 0, 0, 0, -1; 0, 0, 0, 0; 0, 0, 0, 0]

/-- The same annihilators as operators on the four-dimensional Fock space. -/
def fockOp (_ : Fin 1) (s : Spin) : EuclideanSpace ℂ (Fin 4) →L[ℂ] EuclideanSpace ℂ (Fin 4) :=
  Matrix.toEuclideanCLM (n := Fin 4) (𝕜 := ℂ) (fockMatrix s)

/-- The one-orbital Fock operators satisfy the CAR, and the state with one up electron is a
unit vector with `Sz w = w / 2`. -/
theorem spinSq_lower_bound_witness :
    IsCAR fockOp ∧ ‖(EuclideanSpace.single 1 1 : EuclideanSpace ℂ (Fin 4))‖ = 1 ∧
    Sz fockOp (EuclideanSpace.single 1 1) =
      ((1 / 2 : ℝ) : ℂ) • (EuclideanSpace.single 1 1 : EuclideanSpace ℂ (Fin 4)) := by
  refine ⟨⟨fun p s q t => ?_, fun p s q t => ?_⟩, by simp, ?_⟩
  · have hM : fockMatrix s * fockMatrix t + fockMatrix t * fockMatrix s = 0 := by
      cases s <;> cases t <;> ext i j <;> fin_cases i <;> fin_cases j <;>
        simp [fockMatrix]
    simp only [fockOp]
    rw [← map_mul, ← map_mul, ← map_add, hM, map_zero]
  · have hM : fockMatrix s * star (fockMatrix t) + star (fockMatrix t) * fockMatrix s =
        if s = t then 1 else 0 := by
      cases s <;> cases t <;> ext i j <;>
        simp only [Matrix.add_apply, Matrix.mul_apply, Matrix.star_apply, Fin.sum_univ_four] <;>
        fin_cases i <;> fin_cases j <;> simp [fockMatrix]
    have hpq : p = q := Subsingleton.elim _ _
    simp only [fockOp]
    rw [← map_star, ← map_mul, ← map_mul, ← map_add, hM]
    by_cases hst : s = t <;> simp [hpq, hst]
  · have hS : Sz fockOp = Matrix.toEuclideanCLM (n := Fin 4) (𝕜 := ℂ)
        ((1 / 2 : ℂ) • (star (fockMatrix .up) * fockMatrix .up
          - star (fockMatrix .down) * fockMatrix .down)) := by
      simp only [Sz, fockOp, Finset.univ_unique, Finset.sum_singleton, map_smul, map_sub,
        map_mul, map_star]
    rw [hS]
    change WithLp.toLp 2 (_ *ᵥ (EuclideanSpace.single 1 1 : EuclideanSpace ℂ (Fin 4)).ofLp) = _
    ext i
    fin_cases i <;> simp [fockMatrix, Matrix.star_eq_conjTranspose, Matrix.mul_apply,
      Matrix.mulVec, dotProduct, Fin.sum_univ_succ]

end

end SpinProjectionBound
```

```lean
#print axioms SpinProjectionBound.bound_attained_iff_eigenvector
```

```
'SpinProjectionBound.bound_attained_iff_eigenvector' depends on axioms: [propext, Classical.choice, Quot.sound]
```

## The bound and its equality cases

Spin is measured in units of $\hbar$. Let $w$ be a vector with $\|w\|=1$ and $S_z w = m w$ for a real number $m$. The theorem `spinSq_lower_bound` has three parts:

- $\langle w, S^2 w\rangle \ge |m|(|m|+1)$;
- if $m\ge 0$, equality holds if and only if $S_+w=0$;
- if $m\le 0$, equality holds if and only if $S_-w=0$, where $S_-$ is the lowering operator.

At $m=0$ both criteria apply. The theorem `bound_attained_iff_eigenvector` adds that equality holds if and only if $S^2w=|m|(|m|+1)\,w$.

The Lean inequality compares the real part, `(⟪w, spinSq a w⟫_ℂ).re`, because an inner product has a complex type. Nothing is lost by this, since `spinSq_expectation` shows that the expectation value equals a real number.

## Orbitals, operators and states in the model

The finite type `ι` labels the spatial orbitals, and `Spin` has the two values `up` and `down`. The operator `a p s`, written $a_{ps}$ below, removes an electron of spin $s$ from orbital $p$. Its adjoint `star (a p s)`, written $a^\dagger_{ps}$, creates one. The hypothesis `IsCAR a` states

$$a_{ps}a_{qt}+a_{qt}a_{ps}=0,\qquad a_{ps}a^\dagger_{qt}+a^\dagger_{qt}a_{ps}=\delta_{pq}\delta_{st}.$$

These relations stand for the Pauli principle and for orthonormal spin orbitals. The formulas for the spin operators below assume in addition that orbital $p$ has the same spatial part for both spins. An unrestricted determinant, whose up and down orbitals differ, is covered once it is expanded in a common orthonormal basis.

The spin operators are

$$S_+=\sum_p a^\dagger_{p\uparrow}a_{p\downarrow},\qquad S_-=\sum_p a^\dagger_{p\downarrow}a_{p\uparrow},\qquad S_z=\tfrac12\sum_p\left(a^\dagger_{p\uparrow}a_{p\uparrow}-a^\dagger_{p\downarrow}a_{p\downarrow}\right),$$

with $S_x=\tfrac12(S_++S_-)$, $S_y=-\tfrac i2(S_+-S_-)$ and $S^2=S_x^2+S_y^2+S_z^2$.

In the theorems about states, the operators are bounded maps `H →L[ℂ] H` on a complex Hilbert space `H`. This space may be any representation of the CAR, and the electron number of $w$ need not be fixed. No Hamiltonian appears, so $w$ may be a correlated state or a single determinant. An infinite set of orbitals is not covered, and the theorems do not derive the list of possible eigenvalues of $S^2$ or $S_z$.

## From anticommutators to $[S_+,S_-]=2S_z$

Take two creators $c_1,c_2$ and two annihilators $a_1,a_2$, with $a_1c_2+c_2a_1=d$ and $a_2c_1+c_1a_2=e$. Moving the inner operators past each other gives

$$c_1a_1c_2a_2=c_1d\,a_2-c_1c_2a_1a_2,\qquad c_2a_2c_1a_1=c_2e\,a_1-c_2c_1a_2a_1.$$

The creators anticommute and so do the annihilators, hence $c_1c_2a_1a_2=c_2c_1a_2a_1$. The four-operator terms cancel in the difference:

$$[c_1a_1,c_2a_2]=c_1d\,a_2-c_2e\,a_1.$$

This is `one_body_commutator`. Its `calc` step writes the commutator as the right-hand side plus multiples of the two vanishing anticommutators, and `noncomm_ring` checks the expansion.

For the spin operators, put $c_1a_1=a^\dagger_{p\uparrow}a_{p\downarrow}$ and $c_2a_2=a^\dagger_{q\downarrow}a_{q\uparrow}$. Then $d=e=\delta_{pq}$, and

$$[a^\dagger_{p\uparrow}a_{p\downarrow},\,a^\dagger_{q\downarrow}a_{q\uparrow}]=\delta_{pq}\left(a^\dagger_{p\uparrow}a_{p\uparrow}-a^\dagger_{p\downarrow}a_{p\downarrow}\right).$$

Summing over $p$ and $q$ yields $[S_+,S_-]=2S_z$. In `ladder_commutator` the single-pair identity is `key`. The anticommutation of two creators is not part of `IsCAR`; it is obtained there as `h₄`, by taking the adjoint of the relation for annihilators. The rest of the proof expands the products into double sums and collapses them to $p=q$.

## $S^2$ in ladder form

The squares of the transverse components add up to

$$S_x^2+S_y^2=\tfrac14(S_++S_-)^2-\tfrac14(S_+-S_-)^2=\tfrac12(S_+S_-+S_-S_+).$$

Replacing $S_+S_-$ by $S_-S_++2S_z$, or the reverse, gives the two forms in `spinSq_ladder`:

$$S^2=S_-S_++S_z^2+S_z=S_+S_-+S_z^2-S_z.$$

The proof expands the squares, inserts the commutator as `hc`, and lets `module` collect the coefficients.

Since $S_zw=mw$, also $S_z^2w=m^2w$. Therefore

$$S^2w=S_-S_+w+m(m+1)w=S_+S_-w+m(m-1)w,$$

which is `spinSq_apply`.

## The excess is a squared norm

Taking the adjoint of each term in $S_+$ shows that $S_+^\dagger=S_-$; this is `star_Splus`. Hence $\langle w,S_-S_+w\rangle=\langle S_+w,S_+w\rangle=\|S_+w\|^2$, and likewise $\langle w,S_+S_-w\rangle=\|S_-w\|^2$. With $\|w\|=1$,

$$\langle w,S^2w\rangle=\|S_+w\|^2+m(m+1)=\|S_-w\|^2+m(m-1).$$

This is `spinSq_expectation`, where `hadj` moves the operator across the inner product.

If $m\ge0$, then $m(m+1)=|m|(|m|+1)$, and the first form gives the bound. Equality means $\|S_+w\|^2=0$, that is, $S_+w=0$. If $m\le0$, then $m(m-1)=|m|(|m|+1)$, and the second form does the same with $S_-$. The proof of `spinSq_lower_bound` makes this case split and closes each case with `linarith`.

For the eigenvector criterion, suppose that equality holds. The relevant ladder operator then annihilates $w$, and the formula for $S^2w$ reduces to $|m|(|m|+1)w$. Conversely, the inner product of this eigenvalue equation with the unit vector $w$ returns the value $|m|(|m|+1)$.

In unrestricted calculations in a finite orbital basis, the excess of $\langle S^2\rangle$ over $m(m+1)$ for $m\ge0$ is commonly read as spin contamination, and the formula identifies that excess as $\|S_+w\|^2$. A positive excess does not by itself show that spins are mixed: a pure triplet with $m=0$ has $\langle S^2\rangle=2$, although the bound is $0$.

## One orbital, and two

With no orbitals at all, every spin operator is zero, so $m=0$ and the bound is attained at $0$. The smallest case with spin has one orbital, with basis states empty, up, down and doubly filled. The matrices in `fockMatrix` are its annihilators; the entry $-1$ supplies the fermionic sign.

The theorem `spinSq_lower_bound_witness` checks that these operators satisfy the CAR and that the state with one up electron is a unit vector with $m=1/2$. The CAR are verified entry by entry on the matrices and then carried over to operators. For this state there is no down electron to raise, so $S_+w=0$ and $\langle S^2\rangle=3/4$.

Two orbitals are enough for a strict inequality. Put an up electron in the first and a down electron in the second. Then $m=0$, while $S_+w$ is, up to sign, the normalised state with both spins up. Thus $\langle S^2\rangle=1$, above the bound $0$.

## A violation without the anticommutation relations

Let $H=\mathbb C$, take one orbital, and set $a_\uparrow=1$ and $a_\downarrow=0$. The CAR fail, since $a_\uparrow a_\uparrow+a_\uparrow a_\uparrow=2$. The same definitions now give $S_+=S_-=0$ and $S_z=1/2$, so the unit vector $w=1$ has $m=1/2$ but $\langle S^2\rangle=1/4$, below $3/4$. The missing $1/2$ is the term $S_z$ in $S^2=S_-S_++S_z^2+S_z$, which comes from the commutator and hence from the CAR.
